# The Bethe-type mean free path E/(c ln(E/E0)) with c, E0 > 0: one minimum at E = eE0 and two branches on E > E0

## The model function λ(E)

Let E be the kinetic energy of an electron moving through a solid, and let λ(E) be its inelastic mean free path, the average distance between energy-loss events. We fix two constants c > 0 and E0 > 0 and set, for E > E0,

λ(E) = E / (c ln(E/E0)).

Here ln is the natural logarithm, and e = exp(1) throughout. The constant E0 is an energy characteristic of the electronic excitations of the target. The constant c has the dimension of energy per length and lumps together the density of scatterers and the strength of their excitations. We call E0 the threshold, meaning only the point where the logarithm vanishes, and we write r = E/E0 for the reduced energy, so that E > E0 means r > 1 and ln r > 0.

The form is the one suggested by the first Born approximation for a fast non-relativistic electron: the total inelastic cross-section σ behaves as ln(E/E0)/E at high energy, and λ = 1/(nσ) for a number density n of scatterers. That quantum-mechanical step is not derived here. The formula is postulated, and every statement below concerns this two-parameter function. Since the Born form is an asymptotic one for E well above the excitation energies, its behaviour near E0 and near eE0 is a property of the formula, which a real material need not follow there.

## One minimum, two divergences, two branches

For c > 0 and E0 > 0 the following hold. The function λ is strictly decreasing on (E0, eE0] and strictly increasing on [eE0, ∞). Its least value on (E0, ∞) is eE0/c, taken at E = eE0 and nowhere else. It tends to +∞ as E → E0⁺ and as E → ∞. Every length L > eE0/c equals λ(E) for exactly one E in (E0, eE0) and for exactly one E in (eE0, ∞).

The derivation starts from the slope. The derivative of ln(E/E0) is (1/E0)/(E/E0) = 1/E, so the denominator c ln r has derivative c/E. The quotient rule gives

λ′(E) = [1 · c ln r − E · (c/E)] / (c ln r)² = c (ln r − 1) / (c² ln² r),

and after cancelling one factor of c,

λ′(E) = (ln r − 1) / (c ln² r).

For E > E0 the denominator is positive, so λ′ has the sign of ln r − 1. Now ln r < 1 is equivalent to r < e, that is E < eE0, and ln r > 1 is equivalent to E > eE0. Hence λ′ < 0 on (E0, eE0) and λ′ > 0 on (eE0, ∞).

For two energies E0 < E₁ < E₂ the mean value theorem supplies ξ with E₁ < ξ < E₂ and

λ(E₂) − λ(E₁) = λ′(ξ) (E₂ − E₁).

If E₂ ≤ eE0 then ξ < eE0 and the difference is negative. If E₁ ≥ eE0 then ξ > eE0 and it is positive. Because ξ lies strictly between the two energies, the endpoint eE0, where λ′ = 0, can be included in both intervals.

At E = eE0 we have r = e and ln r = 1, so

λ(eE0) = eE0 / c.

An energy E > E0 other than eE0 lies either below eE0, where the decrease gives λ(E) > λ(eE0), or above it, where the increase gives the same inequality.

For the limit at threshold write

λ(E) = (E/c) · (1/ln r).

As E → E0⁺ the first factor tends to E0/c > 0. The logarithm tends to ln 1 = 0 through positive values, so the second factor tends to +∞, and so does the product.

For large E put s = √r > 0. The inequality ln s ≤ s − 1 gives

ln r = 2 ln s ≤ 2s − 2 ≤ 2s.

With E = E0 s² and ln r > 0 this yields

λ(E) = E0 s² / (c ln r) ≥ E0 s² / (2cs) = (E0/(2c)) √(E/E0),

and the right-hand side grows without bound.

Finally take L > eE0/c. By the divergence at threshold there is an energy a in (E0, eE0) with λ(a) > L. On [a, eE0] the function is continuous and λ(a) > L > λ(eE0), so the intermediate value theorem gives a solution of λ(E) = L in (a, eE0). Strict decrease makes λ injective on (E0, eE0], so there is no second solution there. In the same way the divergence at infinity gives b > eE0 with λ(b) > L, a solution in (eE0, b), and uniqueness from strict increase.

In electron spectroscopy, if elastic scattering is neglected, the emission angle is fixed and the emitting atoms are spread evenly through a homogeneous sample with a flat surface and a thickness much larger than λ, the mean depth from which electrons leave without energy loss is proportional to λ; within this two-parameter, non-relativistic formula that depth is smallest at E = eE0, and a value of λ above the minimum determines the energy only up to the choice of branch.

## The function in Lean

```lean
import Mathlib

open Real Set Filter Topology

namespace BetheMeanFreePath

noncomputable section
```

The opened namespaces make `log` and `exp` the real logarithm and exponential, and provide the interval names and the notation for limits. In `Ioc`, `Ioo` and `Icc` the letters mark the left and right ends as open (o) or closed (c), while `Ioi a` is (a, ∞) and `Ici a` is [a, ∞).

```lean
/-- Bethe-type inelastic mean free path `λ(E) = E / (c ln(E/E0))` at kinetic energy `E`. -/
def imfp (c E0 E : ℝ) : ℝ := E / (c * log (E / E0))
```

All quantities are plain real numbers, so units are not tracked, and `imfp c E0` is the function E ↦ λ(E). Lean defines it for every real E, with the value 0 at E = E0 by its convention for division by zero, but each theorem restricts attention to energies above E0, where the denominator is positive. The number e appears as `exp 1`, so the energy of the minimum is `exp 1 * E0`.

```lean
variable {c E0 E : ℝ}

/-- Above the threshold energy `E0` the logarithm `ln(E/E0)` is positive. -/
theorem log_ratio_pos (h0 : 0 < E0) (hE : E0 < E) : 0 < log (E / E0) :=
  Real.log_pos ((one_lt_div h0).2 hE)
```

The hypotheses `h0 : 0 < E0` and `hE : E0 < E` turn into 1 < E/E0 by `one_lt_div`, and the logarithm of a number above 1 is positive.

## The slope and its sign

```lean
/-- Above threshold the slope of the mean free path is
`λ'(E) = (ln(E/E0) - 1) / (c ln²(E/E0))`. -/
theorem hasDerivAt_imfp (hc : 0 < c) (h0 : 0 < E0) (hE : E0 < E) :
    HasDerivAt (imfp c E0) ((log (E / E0) - 1) / (c * log (E / E0) ^ 2)) E := by
  have hL := (log_ratio_pos h0 hE).ne'
  have hE0 : E ≠ 0 := (h0.trans hE).ne'
  have hc' := hc.ne'
  have h0' := h0.ne'
  have h1 : HasDerivAt (fun x : ℝ => log (x / E0)) ((1 / E0) / (E / E0)) E :=
    ((hasDerivAt_id' E).div_const E0).log (div_ne_zero hE0 h0')
  -- quotient rule
  have h2 := (hasDerivAt_id' E).fun_div (h1.const_mul c) (mul_ne_zero hc' hL)
  refine HasDerivAt.congr_deriv h2 ?_
  generalize log (E / E0) = L at hL
  field_simp
```

`HasDerivAt f d E` says that f is differentiable at E with derivative d. The step `h1` is the chain rule for ln(E/E0), with the derivative left as (1/E0)/(E/E0). The step `h2` is the quotient rule for E over c ln(E/E0), which requires the denominator to be non-zero. It remains to show that the resulting expression equals (ln r − 1)/(c ln² r). The `generalize` line replaces the logarithm by a non-zero real variable, named `L` here and unrelated to the length L above, and `field_simp` carries out the cancellation. Differentiability implies continuity, so this lemma also supplies the continuity that the later proofs use.

```lean
/-- The mean free path is strictly decreasing on `(E0, e E0]`. -/
theorem imfp_strictAntiOn (hc : 0 < c) (h0 : 0 < E0) :
    StrictAntiOn (imfp c E0) (Ioc E0 (exp 1 * E0)) := by
  refine strictAntiOn_of_deriv_neg (convex_Ioc _ _)
    (fun x hx => (hasDerivAt_imfp hc h0 hx.1).continuousAt.continuousWithinAt) ?_
  intro x hx
  rw [interior_Ioc] at hx
  rw [(hasDerivAt_imfp hc h0 hx.1).deriv]
  have hL := log_ratio_pos h0 hx.1
  -- below e E0 the logarithm is smaller than one
  have h1 : log (x / E0) < 1 := by
    rw [Real.log_lt_iff_lt_exp (div_pos (h0.trans hx.1) h0), div_lt_iff₀ h0]
    exact hx.2
  exact div_neg_of_neg_of_pos (by linarith) (by positivity)
```

`StrictAntiOn f S` means that f(E₂) < f(E₁) whenever E₁ < E₂ both lie in S. The mean value argument is `strictAntiOn_of_deriv_neg`, which asks for a convex set, continuity on it, and a negative derivative on its interior. The interior of (E0, eE0] is (E0, eE0), matching the position of ξ. There `h1` gives ln(x/E0) < 1 for the energy x, so the numerator is negative and the denominator positive.

```lean
/-- The mean free path is strictly increasing on `[e E0, ∞)`. -/
theorem imfp_strictMonoOn (hc : 0 < c) (h0 : 0 < E0) :
    StrictMonoOn (imfp c E0) (Ici (exp 1 * E0)) := by
  have he : E0 < exp 1 * E0 := by nlinarith [Real.add_one_le_exp (1 : ℝ)]
  refine strictMonoOn_of_deriv_pos (convex_Ici _)
    (fun x hx => (hasDerivAt_imfp hc h0 (he.trans_le hx)).continuousAt.continuousWithinAt) ?_
  intro x hx
  rw [interior_Ici] at hx
  have hx' : E0 < x := he.trans hx
  rw [(hasDerivAt_imfp hc h0 hx').deriv]
  -- above e E0 the logarithm exceeds one
  have h1 : 1 < log (x / E0) := by
    rw [Real.lt_log_iff_exp_lt (div_pos (h0.trans hx') h0), lt_div_iff₀ h0]
    exact hx
  have hL : 0 < log (x / E0) := by linarith
  exact div_pos (by linarith) (by positivity)
```

The increasing branch is the mirror image. The extra fact `he` states E0 < eE0, obtained from e ≥ 2, and places all of [eE0, ∞) above threshold so that the derivative formula applies there.

## The value at eE0

```lean
/-- At `E = e E0` the mean free path equals `e E0 / c`, and at every other energy above
threshold it is strictly larger. -/
theorem imfp_strict_min (hc : 0 < c) (h0 : 0 < E0) :
    imfp c E0 (exp 1 * E0) = exp 1 * E0 / c ∧
      ∀ E, E0 < E → E ≠ exp 1 * E0 → exp 1 * E0 / c < imfp c E0 E := by
  have he : E0 < exp 1 * E0 := by nlinarith [Real.add_one_le_exp (1 : ℝ)]
  have hv : imfp c E0 (exp 1 * E0) = exp 1 * E0 / c := by
    unfold imfp
    rw [mul_div_assoc (exp 1) E0 E0, div_self h0.ne', mul_one, Real.log_exp, mul_one]
  refine ⟨hv, fun E hE hne => ?_⟩
  rw [← hv]
  rcases lt_or_gt_of_ne hne with h | h
  · exact imfp_strictAntiOn hc h0 ⟨hE, h.le⟩ ⟨he, le_rfl⟩ h
  · exact imfp_strictMonoOn hc h0 (mem_Ici.2 le_rfl) (mem_Ici.2 h.le) h
```

The first half, `hv`, simplifies eE0/E0 to e and uses ln e = 1. The second half says that every E > E0 different from eE0 has eE0/c < λ(E), which is the uniqueness of the minimiser. The proof splits into E < eE0 and E > eE0 and applies the matching monotonicity theorem to the pair formed by E and eE0.

## Divergence at both ends

```lean
/-- The mean free path diverges as the energy approaches the threshold `E0` from above. -/
theorem tendsto_imfp_threshold (hc : 0 < c) (h0 : 0 < E0) :
    Tendsto (imfp c E0) (𝓝[>] E0) atTop := by
  have hcont : ContinuousAt (fun x : ℝ => log (x / E0)) E0 :=
    (continuousAt_id.div_const E0).log (div_ne_zero h0.ne' h0.ne')
  -- the logarithm tends to zero from above
  have h1 : Tendsto (fun x : ℝ => log (x / E0)) (𝓝[>] E0) (𝓝[>] 0) := by
    refine tendsto_nhdsWithin_iff.2 ⟨?_, ?_⟩
    · have h := hcont.tendsto.mono_left (nhdsWithin_le_nhds (s := Ioi E0))
      rwa [div_self h0.ne', Real.log_one] at h
    · filter_upwards [self_mem_nhdsWithin] with x hx using log_ratio_pos h0 hx
  have h2 := tendsto_inv_nhdsGT_zero.comp h1
  have h3 : Tendsto (fun x : ℝ => x / c) (𝓝[>] E0) (𝓝 (E0 / c)) :=
    ((continuous_id.div_const c).tendsto E0).mono_left nhdsWithin_le_nhds
  refine (h3.pos_mul_atTop (div_pos h0 hc) h2).congr (fun x => ?_)
  simp only [imfp, Function.comp_apply]
  generalize log (x / E0) = L
  ring
```

The filter `𝓝[>] E0` describes approach to E0 from above, and `atTop` describes growth to +∞, so the statement reads λ(E) → +∞ as E → E0⁺. The step `h1` says that the logarithm tends to 0 from above, which combines continuity at E0, the value ln 1 = 0, and positivity for x > E0. Composing with the limit 1/y → +∞ as y → 0⁺ gives `h2`, and `h3` is E/c → E0/c. The lemma `pos_mul_atTop` multiplies a positive finite limit by a divergent one, and the last lines identify the product with λ.

```lean
/-- The mean free path diverges as the energy tends to infinity. -/
theorem tendsto_imfp_atTop (hc : 0 < c) (h0 : 0 < E0) :
    Tendsto (imfp c E0) atTop atTop := by
  have h1 : Tendsto (fun x : ℝ => E0 / (2 * c) * √(x / E0)) atTop atTop :=
    (Real.tendsto_sqrt_atTop.comp (tendsto_id.atTop_div_const h0)).const_mul_atTop
      (by positivity)
  refine tendsto_atTop_mono' atTop ?_ h1
  filter_upwards [eventually_gt_atTop E0] with x hx
  have hL := log_ratio_pos h0 hx
  have hr : 0 < x / E0 := div_pos (h0.trans hx) h0
  have hs : 0 < √(x / E0) := Real.sqrt_pos.2 hr
  -- ln r = 2 ln √r ≤ 2 √r
  have hlog : log (x / E0) ≤ 2 * √(x / E0) := by
    have a := Real.log_le_sub_one_of_pos hs
    rw [Real.log_sqrt hr.le] at a
    linarith
  have hsq : E0 * (√(x / E0) * √(x / E0)) = x := by
    rw [Real.mul_self_sqrt hr.le]
    field_simp
  unfold imfp
  rw [le_div_iff₀ (mul_pos hc hL)]
  generalize √(x / E0) = s at hs hlog hsq
  generalize log (x / E0) = L at hL hlog
  calc E0 / (2 * c) * s * (c * L) = E0 * s * L / 2 := by field_simp
    _ ≤ E0 * s * (2 * s) / 2 := by gcongr
    _ = x := by rw [← hsq]; ring
```

Here `h1` is the divergence of the lower bound (E0/(2c))√(x/E0), and `tendsto_atTop_mono'` transfers it to λ once the bound holds for all x > E0. The step `hlog` is ln r ≤ 2√r, derived from ln s ≤ s − 1 and ln √r = (ln r)/2, and `hsq` is E0 s² = x. After multiplication by the positive denominator, and with `L` again standing for the logarithm, the `calc` block shows (E0/(2c)) s · c ln r = E0 s ln r/2 ≤ E0 s · 2s/2 = x.

## The collected shape and the two solutions of λ = L

```lean
/-- Shape of the Bethe-type mean free path for `c, E0 > 0`: strictly decreasing on
`(E0, e E0]`, strictly increasing on `[e E0, ∞)`, with least value `e E0 / c` above
threshold, and divergent as `E → E0⁺` and as `E → ∞`. -/
theorem imfp_shape (hc : 0 < c) (h0 : 0 < E0) :
    StrictAntiOn (imfp c E0) (Ioc E0 (exp 1 * E0)) ∧
      StrictMonoOn (imfp c E0) (Ici (exp 1 * E0)) ∧
      IsLeast (imfp c E0 '' Ioi E0) (exp 1 * E0 / c) ∧
      Tendsto (imfp c E0) (𝓝[>] E0) atTop ∧ Tendsto (imfp c E0) atTop atTop := by
  have he : E0 < exp 1 * E0 := by nlinarith [Real.add_one_le_exp (1 : ℝ)]
  obtain ⟨hv, hm⟩ := imfp_strict_min hc h0
  refine ⟨imfp_strictAntiOn hc h0, imfp_strictMonoOn hc h0, ⟨⟨_, he, hv⟩, ?_⟩,
    tendsto_imfp_threshold hc h0, tendsto_imfp_atTop hc h0⟩
  rintro y ⟨x, hx, rfl⟩
  by_cases h : x = exp 1 * E0
  · rw [h, hv]
  · exact (hm x hx h).le
```

For all real c > 0 and E0 > 0 the theorem asserts five things: strict decrease on (E0, eE0], strict increase on [eE0, ∞), the minimum, and the two divergences. The set `imfp c E0 '' Ioi E0` consists of all values λ(E) with E > E0, and `IsLeast` says that eE0/c belongs to this set and is a lower bound for it. Since eE0/c > 0, the bound makes λ positive above threshold. That the minimum is reached at one energy only is stated in `imfp_strict_min` and not repeated here. The theorem is silent on E ≤ E0, on corrections to the formula at low or relativistic energies, and on elastic scattering. The proof assembles the earlier results; membership is witnessed by eE0, and the lower bound splits on whether x equals eE0.

```lean
/-- Every length `L` above the minimum `e E0 / c` is the mean free path at exactly one
energy in `(E0, e E0)` and at exactly one energy in `(e E0, ∞)`. -/
theorem two_branches (hc : 0 < c) (h0 : 0 < E0) {L : ℝ} (hL : exp 1 * E0 / c < L) :
    (∃! E, E ∈ Ioo E0 (exp 1 * E0) ∧ imfp c E0 E = L) ∧
      (∃! E, E ∈ Ioi (exp 1 * E0) ∧ imfp c E0 E = L) := by
  have he : E0 < exp 1 * E0 := by nlinarith [Real.add_one_le_exp (1 : ℝ)]
  rw [← (imfp_strict_min hc h0).1] at hL
  have hcont : ∀ a b, E0 < a → ContinuousOn (imfp c E0) (Icc a b) := fun a b ha x hx =>
    (hasDerivAt_imfp hc h0 (ha.trans_le hx.1)).continuousAt.continuousWithinAt
  constructor
  · -- near threshold λ exceeds L; intermediate values on [a, e E0]
    have hm : ∀ᶠ x in 𝓝[>] E0, x ∈ Ioo E0 (exp 1 * E0) := Ioo_mem_nhdsGT he
    obtain ⟨a, ha, ha'⟩ :=
      (((tendsto_imfp_threshold hc h0).eventually_gt_atTop L).and hm).exists
    obtain ⟨x, hx, hxL⟩ := intermediate_value_Ioo' ha'.2.le (hcont a _ ha'.1) ⟨hL, ha⟩
    refine ⟨x, ⟨⟨ha'.1.trans hx.1, hx.2⟩, hxL⟩, fun y hy => ?_⟩
    exact (imfp_strictAntiOn hc h0).injOn ⟨hy.1.1, hy.1.2.le⟩
      ⟨ha'.1.trans hx.1, hx.2.le⟩ (hy.2.trans hxL.symm)
  · -- at high energy λ exceeds L; intermediate values on [e E0, b]
    obtain ⟨b, hb, hb'⟩ := (((tendsto_imfp_atTop hc h0).eventually_gt_atTop L).and
      (eventually_gt_atTop (exp 1 * E0))).exists
    obtain ⟨x, hx, hxL⟩ := intermediate_value_Ioo hb'.le (hcont _ b he) ⟨hL, hb⟩
    refine ⟨x, ⟨hx.1, hxL⟩, fun y hy => ?_⟩
    exact (imfp_strictMonoOn hc h0).injOn (mem_Ici.2 (le_of_lt hy.1))
      (mem_Ici.2 hx.1.le) (hy.2.trans hxL.symm)

end

end BetheMeanFreePath
```

The symbol `∃!` means that there is exactly one. The hypothesis `hL` is strict, and both intervals exclude eE0, so the two solutions are distinct energies on either side of the minimum. The proof first rewrites eE0/c as λ(eE0) and records continuity on any [a, b] with a > E0. In the first part two conditions hold for all x close enough to E0 from above, namely λ(x) > L and x in (E0, eE0), and `.exists` extracts a point a satisfying both. The lemma `intermediate_value_Ioo'`, the version for a function whose value at the left end is the larger, gives the solution, and `injOn` applied to strict decrease gives uniqueness. The second part does the same with b > eE0, `intermediate_value_Ioo` and strict increase.

```lean
#print axioms BetheMeanFreePath.imfp_shape
#print axioms BetheMeanFreePath.two_branches
```

```
'BetheMeanFreePath.imfp_shape' depends on axioms: [propext, Classical.choice, Quot.sound]
'BetheMeanFreePath.two_branches' depends on axioms: [propext, Classical.choice, Quot.sound]
```

## Evaluating and inverting the formula in a program

In a homogeneous medium and at fixed energy E, the path length to the next inelastic event is exponentially distributed with mean λ(E), so a Monte Carlo trajectory code can draw it as −λ(E) ln u, with u uniform in (0, 1). A code that also follows elastic scattering may instead draw the step from the total mean free path, whose inverse is the sum of 1/λ and the inverse elastic mean free path. If λ is taken from this formula, the code has to test E > E0, or impose a higher cutoff, because the logarithm vanishes at E0 and makes λ negative for 0 < E < E0.

Solving λ(E) = L for the energy reduces, with ℓ = cL/E0, to

r / ln r = ℓ,

and the condition L > eE0/c becomes ℓ > e. For ℓ = 2/ln 2 ≈ 2.885 the solutions are r = 2 and r = 4, one on each side of e, since 4/ln 4 = 2/ln 2. A root finder should be given one branch at a time. The theorem obtains the points a and b from limits, without formulas; the explicit brackets that follow are an addition to what the Lean file proves. On the lower branch r = exp(1/ℓ) lies in (1, e) and has r/ln r = ℓ exp(1/ℓ) > ℓ, so [exp(1/ℓ), e] contains the root. On the upper branch the bound r/ln r ≥ √r/2 gives a value of at least ℓ at r = 4ℓ², so [e, 4ℓ²] contains the root. Bisection on either bracket converges to the root of that branch. For ℓ close to e both roots approach r = e, where the slope vanishes, so a small uncertainty in L becomes a large one in E, and a Newton iteration started near eE0 divides by a nearly vanishing λ′.
